# Charge sloshing in a linear screening model: the best mixing parameter leaves a gap of at most 16π²/(kL)² if the modes reach k

The self-consistency cycle is represented here by its linearised action on N independent density waves in a cell of length L. Wave n has wave number q = 2πn/L, and its dielectric eigenvalue is postulated to be 1 + k²/q², where k is the screening wave number. This is the Thomas–Fermi form for a uniform metal: 1/k is the distance over which the electrons screen a charge, and uniformity keeps different waves from coupling.

Linear mixing with one parameter α then multiplies the error in each wave by a fixed number at every step. The largest of these numbers in absolute value is the worst error factor. If its smallest possible value is ρ, the gap 1 − ρ measures how fast the best α can converge.

## Eigenvalues, error factors and the mixing step

```lean
import Mathlib

open Real

namespace OptimalDensityMixing

noncomputable section
```

The file loads the mathematical library Mathlib and makes the symbol π available.

```lean
/-- Dielectric eigenvalue `1 + k² / q²` of the mode `q = 2πn/L` in a cell of length `L`,
with screening wave number `k`. -/
def eps (k L : ℝ) (n : ℕ) : ℝ := 1 + (k * L) ^ 2 / (2 * π * n) ^ 2
```

A definition lists its inputs with their types: `k` and `L` are real numbers (`ℝ`), and `n` is a natural number (`ℕ`). In ordinary notation,

eps_n = 1 + (kL)²/(2πn)² = 1 + k²/q², with q = 2πn/L.

```lean
/-- The largest error factor `|1 - α eps_n|` of linear mixing over the modes `n = 1, ..., N`. -/
def worstFactor (k L : ℝ) (N : ℕ) (hN : 1 ≤ N) (α : ℝ) : ℝ :=
  (Finset.Icc 1 N).sup' (Finset.nonempty_Icc.mpr hN) (fun n => |1 - α * eps k L n|)
```

For a given α this is the maximum of |1 − α eps_n| over n = 1, ..., N. `Finset.Icc 1 N` is the set of these integers, and `sup'` is the maximum over a finite non-empty set. The input `hN` is a proof that N ≥ 1, which guarantees that there is at least one mode.

```lean
/-- The mixing parameter `2 / (eps_1 + eps_N)`. -/
def optimalAlpha (k L : ℝ) (N : ℕ) : ℝ := 2 / (eps k L 1 + eps k L N)
```

This is the candidate for the best parameter, written α* below:

α* = 2/(eps_1 + eps_N).

```lean
/-- The error factor `(eps_1 - eps_N) / (eps_1 + eps_N)`. -/
def optimalFactor (k L : ℝ) (N : ℕ) : ℝ :=
  (eps k L 1 - eps k L N) / (eps k L 1 + eps k L N)
```

This is the candidate for the smallest worst factor:

ρ = (eps_1 − eps_N)/(eps_1 + eps_N).

So far both are only formulas; their optimality is a theorem further down.

```lean
/-- One step of linear mixing acting on the density error `e` in mode `n`. -/
def mixStep (k L α : ℝ) (n : ℕ) (e : ℝ) : ℝ := e - α * (eps k L n * e)
```

Linear mixing adds α times the residual, output density minus input density, to the input density. Close to self-consistency the residual in mode n is −eps_n e, where e is the error amplitude. The new error is therefore

e − α eps_n e = (1 − α eps_n) e.

The amplitude is a real number, and the linear form of the residual is part of the model.

## The extreme modes decide

```lean
/-- Every dielectric eigenvalue is at least one. -/
theorem one_le_eps (k L : ℝ) (n : ℕ) : 1 ≤ eps k L n := by
  have h : 0 ≤ (k * L) ^ 2 / (2 * π * n) ^ 2 := by positivity
  unfold eps
  linarith
```

A theorem has its statement before `:=` and its proof after it. This one says eps_n ≥ 1. By hand: the term added to 1 is a quotient of squares, so it isn't negative. The tactic `positivity` finds this sign, and `linarith`, which settles linear inequalities, does the rest.

```lean
/-- The dielectric eigenvalue does not increase when the wavelength gets shorter. -/
theorem eps_anti (k L : ℝ) {m n : ℕ} (hm : 1 ≤ m) (hmn : m ≤ n) :
    eps k L n ≤ eps k L m := by
  have hm' : (0 : ℝ) < m := Nat.cast_pos.mpr hm
  have hmn' : (m : ℝ) ≤ n := Nat.cast_le.mpr hmn
  have hp := Real.pi_pos
  unfold eps
  gcongr
```

If 1 ≤ m ≤ n, then eps_n ≤ eps_m, because a larger n gives a larger denominator. The tactic `gcongr` carries out this comparison. Long waves have the largest eigenvalues.

```lean
/-- The worst error factor is attained at the longest or at the shortest wavelength. -/
theorem worstFactor_eq (k L : ℝ) (N : ℕ) (hN : 1 ≤ N) (α : ℝ) :
    worstFactor k L N hN α = max |1 - α * eps k L 1| |1 - α * eps k L N| := by
  unfold worstFactor
  apply le_antisymm
  · refine Finset.sup'_le _ _ fun n hn => ?_
    show |1 - α * eps k L n| ≤ _
    rw [Finset.mem_Icc] at hn
    have h1 := eps_anti k L le_rfl hn.1
    have h2 := eps_anti k L hn.1 hn.2
    -- `1 - α eps` is monotone in `eps`, in a direction set by the sign of `α`
    rcases le_total 0 α with ha | ha
    · have a1 := mul_le_mul_of_nonneg_left h1 ha
      have a2 := mul_le_mul_of_nonneg_left h2 ha
      exact abs_le_max_abs_abs (by linarith) (by linarith)
    · have a1 := mul_le_mul_of_nonpos_left h1 ha
      have a2 := mul_le_mul_of_nonpos_left h2 ha
      rw [max_comm]
      exact abs_le_max_abs_abs (by linarith) (by linarith)
  · exact max_le
      (Finset.le_sup' (fun n => |1 - α * eps k L n|) (Finset.mem_Icc.mpr ⟨le_rfl, hN⟩))
      (Finset.le_sup' (fun n => |1 - α * eps k L n|) (Finset.mem_Icc.mpr ⟨hN, le_rfl⟩))
```

The maximum over N modes reduces to two of them:

max over n of |1 − α eps_n| = max(|1 − α eps_1|, |1 − α eps_N|).

By hand, eps_N ≤ eps_n ≤ eps_1 for every mode. For α ≥ 0, multiplying by α and subtracting from 1 gives

1 − α eps_1 ≤ 1 − α eps_n ≤ 1 − α eps_N.

For α ≤ 0 the order is reversed. In both cases the middle number lies between the outer two, so its absolute value is at most the larger of theirs. Conversely, modes 1 and N belong to the set, so the maximum is at least each of their factors.

The proof has the same shape. `le_antisymm` splits the equality into two inequalities, `rcases` separates the signs of α, and `abs_le_max_abs_abs` is the statement about a number lying between two others.

## The best mixing parameter

```lean
/-- At `α = 2 / (eps_1 + eps_N)` the error factors of the first and last mode are equal
in size and opposite in sign. -/
theorem optimal_balance (k L : ℝ) (N : ℕ) :
    1 - optimalAlpha k L N * eps k L 1 = -optimalFactor k L N ∧
      1 - optimalAlpha k L N * eps k L N = optimalFactor k L N := by
  have h1 := one_le_eps k L 1
  have h2 := one_le_eps k L N
  have hs : eps k L 1 + eps k L N ≠ 0 := by linarith
  have hα : optimalAlpha k L N * (eps k L 1 + eps k L N) = 2 := div_mul_cancel₀ _ hs
  have hρ : optimalFactor k L N * (eps k L 1 + eps k L N) = eps k L 1 - eps k L N :=
    div_mul_cancel₀ _ hs
  constructor
  · apply mul_right_cancel₀ hs
    linear_combination -eps k L 1 * hα + hρ
  · apply mul_right_cancel₀ hs
    linear_combination -eps k L N * hα - hρ
```

The symbol `∧` means "and". With S = eps_1 + eps_N, the two claims are

1 − α* eps_1 = (S − 2 eps_1)/S = (eps_N − eps_1)/S = −ρ,

1 − α* eps_N = (S − 2 eps_N)/S = (eps_1 − eps_N)/S = ρ.

Lean multiplies both sides by S, which is non-zero because both eigenvalues are at least 1, and `linear_combination` checks the remaining algebra. When ρ > 0, the error in the longest wave changes sign at every step, while that in the shortest wave keeps its sign.

```lean
/-- Optimal linear mixing: the worst error factor equals `(eps_1 - eps_N) / (eps_1 + eps_N)`
at `α = 2 / (eps_1 + eps_N)` and is strictly larger for every other real `α`. -/
theorem optimal_mixing (k L : ℝ) (N : ℕ) (hN : 1 ≤ N) :
    worstFactor k L N hN (optimalAlpha k L N) = optimalFactor k L N ∧
      ∀ α, α ≠ optimalAlpha k L N → optimalFactor k L N < worstFactor k L N hN α := by
  obtain ⟨hA, hB⟩ := optimal_balance k L N
  have h1 := one_le_eps k L 1
  have h2 := one_le_eps k L N
  constructor
  · have h0 : 0 ≤ optimalFactor k L N :=
      div_nonneg (sub_nonneg.mpr (eps_anti k L le_rfl hN)) (by linarith)
    rw [worstFactor_eq, hA, hB, abs_neg, max_self, abs_of_nonneg h0]
  · intro α hne
    by_contra hcon
    have hW := not_lt.mp hcon
    rw [worstFactor_eq] at hW
    have b1 := (abs_le.mp ((le_max_left _ _).trans hW)).1
    have b2 := (abs_le.mp ((le_max_right _ _).trans hW)).2
    -- the first mode bounds `α` from above, the last mode from below
    have c1 : α ≤ optimalAlpha k L N :=
      le_of_mul_le_mul_right (a := eps k L 1) (by linarith) (by linarith)
    have c2 : optimalAlpha k L N ≤ α :=
      le_of_mul_le_mul_right (a := eps k L N) (by linarith) (by linarith)
    exact hne (le_antisymm c1 c2)
```

The worst factor at α* equals ρ, and at every other real α it is strictly larger. So α* is the unique minimiser. The theorem needs N ≥ 1 but no sign condition on k or L. For N = 1 it gives α* = 1/eps_1 and ρ = 0.

The value follows from the two preceding results: the factors at the extreme modes are −ρ and ρ, and ρ ≥ 0 because eps_1 ≥ eps_N.

For uniqueness, suppose some α has a worst factor of at most ρ. Then mode 1 gives

1 − α eps_1 ≥ −ρ = 1 − α* eps_1, hence α eps_1 ≤ α* eps_1, hence α ≤ α*.

Mode N gives

1 − α eps_N ≤ ρ = 1 − α* eps_N, hence α eps_N ≥ α* eps_N, hence α ≥ α*.

Together these force α = α*. In Lean, `by_contra` introduces the supposition, `b1` and `b2` are the two bounds on the factors, and `c1` and `c2` are the resulting bounds on α.

## The gap in terms of kL

```lean
/-- The gap `1 - ρ` of the optimal factor, and `(kL)²` in terms of the first eigenvalue. -/
theorem gap_eq (k L : ℝ) (N : ℕ) :
    1 - optimalFactor k L N = 2 * eps k L N / (eps k L 1 + eps k L N) ∧
      (k * L) ^ 2 = (2 * π) ^ 2 * (eps k L 1 - 1) := by
  have h1 := one_le_eps k L 1
  have h2 := one_le_eps k L N
  have hs : eps k L 1 + eps k L N ≠ 0 := by linarith
  have hp : (2 * π) ^ 2 ≠ 0 := by positivity
  constructor
  · rw [optimalFactor, eq_div_iff hs, sub_mul, div_mul_cancel₀ _ hs]
    ring
  · rw [eps, Nat.cast_one, mul_one, add_sub_cancel_left, mul_comm ((2 * π) ^ 2),
      div_mul_cancel₀ _ hp]
```

Two identities prepare the estimates. The first is

1 − ρ = (eps_1 + eps_N − eps_1 + eps_N)/(eps_1 + eps_N) = 2 eps_N/(eps_1 + eps_N).

The second solves the definition of eps_1 for the square of kL, the cell length in units of the screening length:

(kL)² = 4π²(eps_1 − 1).

```lean
/-- Charge sloshing: if the shortest wavelength resolves the screening length, `k ≤ 2πN/L`,
the gap of optimal mixing is at most `16π² / (kL)²`. -/
theorem gap_le {k L : ℝ} {N : ℕ} (hk : 0 < k) (hL : 0 < L) (hcut : k ≤ 2 * π * N / L) :
    1 - optimalFactor k L N ≤ 16 * π ^ 2 / (k * L) ^ 2 := by
  obtain ⟨hg, hkL⟩ := gap_eq k L N
  have h1 := one_le_eps k L 1
  have h2 := one_le_eps k L N
  have hpos : 0 < (k * L) ^ 2 := by positivity
  -- the cutoff condition says that the last eigenvalue is at most two
  have h3 : eps k L N ≤ 2 := by
    have hc : k * L ≤ 2 * π * N := (le_div_iff₀ hL).mp hcut
    have hq : (k * L) ^ 2 / (2 * π * N) ^ 2 ≤ 1 :=
      div_le_one_of_le₀ (pow_le_pow_left₀ (by positivity) hc 2) (by positivity)
    unfold eps
    linarith
  rw [hg, div_le_div_iff₀ (by linarith) hpos, hkL]
  have e1 : 0 ≤ π ^ 2 * ((2 - eps k L N) * eps k L 1) :=
    mul_nonneg (sq_nonneg _) (mul_nonneg (by linarith) (by linarith))
  have e2 : 0 ≤ π ^ 2 * eps k L N := mul_nonneg (sq_nonneg _) (by linarith)
  nlinarith [e1, e2]
```

The hypotheses are k > 0, L > 0 and k ≤ 2πN/L. The last one, `hcut`, says that the largest wave number in the set is at least the screening wave number. The conclusion is

1 − ρ ≤ 16π²/(kL)².

By hand, the cutoff condition gives kL ≤ 2πN, so (kL)²/(2πN)² ≤ 1 and eps_N ≤ 2. This is `h3`. Inserting the two identities and multiplying by the positive denominators turns the claim into

8π² eps_N (eps_1 − 1) ≤ 16π² (eps_1 + eps_N).

The right side minus the left side is

8π² [(2 − eps_N) eps_1 + 3 eps_N],

which is non-negative because 1 ≤ eps_N ≤ 2 and eps_1 ≥ 1. The facts `e1` and `e2` state the signs of the two terms, and `nlinarith` combines them.

Without the cutoff condition the bound can fail. Take N = 1 and kL = 8π. A single mode has ρ = 0, so the gap is 1, whereas 16π²/(kL)² = 1/4. The condition would require kL ≤ 2π, which is violated here. One mode can be corrected completely in one step; slow convergence comes from having to treat very different eigenvalues with the same α.

```lean
/-- The gap of optimal mixing is at least `8π² / (8π² + (kL)²)`, for any number of modes. -/
theorem le_gap (k L : ℝ) (N : ℕ) :
    8 * π ^ 2 / (8 * π ^ 2 + (k * L) ^ 2) ≤ 1 - optimalFactor k L N := by
  obtain ⟨hg, hkL⟩ := gap_eq k L N
  have h1 := one_le_eps k L 1
  have h2 := one_le_eps k L N
  rw [hg, div_le_div_iff₀ (by positivity) (by linarith), hkL]
  have e1 : 0 ≤ π ^ 2 * (eps k L 1 * (eps k L N - 1)) :=
    mul_nonneg (sq_nonneg _) (mul_nonneg (by linarith) (by linarith))
  nlinarith [e1]
```

The gap also has a lower bound:

8π²/(8π² + (kL)²) ≤ 1 − ρ.

By the second identity, 8π² + (kL)² = 4π²(eps_1 + 1), so the left side equals 2/(eps_1 + 1). The claim becomes

2/(eps_1 + 1) ≤ 2 eps_N/(eps_1 + eps_N).

Cross-multiplying and cancelling leaves eps_1 ≤ eps_1 eps_N, which holds because eps_N ≥ 1. The fact `e1` is this inequality with a factor π². No cutoff condition is needed. Where the condition does hold, the two bounds together show that for large kL the gap is of order 1/(kL)². If, under the same condition, the cell length is doubled at fixed k and fixed largest wave number 2πN/L, eps_N stays the same and is at most 2, and the formula 1 − ρ = 2 eps_N/(eps_1 + eps_N) shows that for large kL the gap falls by a factor close to four.

## What remains after m steps

```lean
/-- After `m` mixing steps the error in mode `n` is multiplied by `(1 - α eps_n)^m`. -/
theorem mixStep_iterate (k L α : ℝ) (n m : ℕ) (e : ℝ) :
    (mixStep k L α n)^[m] e = (1 - α * eps k L n) ^ m * e := by
  induction m with
  | zero => simp
  | succ m ih =>
    rw [Function.iterate_succ_apply', ih, mixStep]
    ring
```

The notation `f^[m]` means that the function f is applied m times. The theorem says that m mixing steps turn the error e into

(1 − α eps_n)^m e.

The proof is by induction. For m = 0 nothing has changed, and each further step contributes one more factor 1 − α eps_n.

```lean
/-- For positive `k` and `L` with `k ≤ 2πN/L`, and for every mixing parameter, some mode among `n =
1, ..., N` keeps at least the fraction `1 - 16π²m / (kL)²` of its initial error after `m` steps. -/
theorem slow_mode {k L : ℝ} {N : ℕ} (hN : 1 ≤ N) (hk : 0 < k) (hL : 0 < L)
    (hcut : k ≤ 2 * π * N / L) (α : ℝ) :
    ∃ n ∈ Finset.Icc 1 N, ∀ (m : ℕ) (e : ℝ),
      (1 - m * (16 * π ^ 2 / (k * L) ^ 2)) * |e| ≤ |(mixStep k L α n)^[m] e| := by
  obtain ⟨n, hn, hmax⟩ := Finset.exists_mem_eq_sup' (Finset.nonempty_Icc.mpr hN)
    (fun n => |1 - α * eps k L n|)
  have hW : worstFactor k L N hN α = |1 - α * eps k L n| := hmax
  have hρ : optimalFactor k L N ≤ |1 - α * eps k L n| := by
    rw [← hW]
    rcases eq_or_ne α (optimalAlpha k L N) with h | h
    · rw [h, (optimal_mixing k L N hN).1]
    · exact ((optimal_mixing k L N hN).2 α h).le
  have hgap := gap_le hk hL hcut
  refine ⟨n, hn, fun m e => ?_⟩
  rw [mixStep_iterate, abs_mul, abs_pow]
  refine mul_le_mul_of_nonneg_right ?_ (abs_nonneg e)
  -- Bernoulli's inequality for the factor of the slowest mode
  have h0 := abs_nonneg (1 - α * eps k L n)
  have hb := one_add_mul_le_pow (a := |1 - α * eps k L n| - 1) (by linarith) m
  rw [add_sub_cancel] at hb
  have hm : (m : ℝ) * (-(16 * π ^ 2 / (k * L) ^ 2)) ≤ m * (|1 - α * eps k L n| - 1) :=
    mul_le_mul_of_nonneg_left (by linarith) (Nat.cast_nonneg m)
  linarith

end

end OptimalDensityMixing
```

Under the same cutoff condition, and for every real α, there is a mode n between 1 and N such that for all step numbers m and all initial errors e

|error after m steps| ≥ (1 − 16π²m/(kL)²) |e|.

The symbol `∃` means "there exists" and `∀` means "for all". Their order matters: the mode may depend on α, but it is the same for every m and e.

By hand, choose the mode at which the worst factor is attained and call its factor r = |1 − α eps_n|. Optimality gives r ≥ ρ, and the upper bound on the gap gives

r − 1 ≥ ρ − 1 ≥ −16π²/(kL)².

Bernoulli's inequality, valid here because r − 1 ≥ −1, then yields

r^m = (1 + (r − 1))^m ≥ 1 + m(r − 1) ≥ 1 − 16π²m/(kL)².

Multiplying by |e| finishes the argument. In the Lean proof, `Finset.exists_mem_eq_sup'` supplies the mode, `hρ` is r ≥ ρ, and `one_add_mul_le_pow` is Bernoulli's inequality.

The bound is informative while m is smaller than (kL)²/(16π²). Halving the error in the selected mode, for instance, takes at least (kL)²/(32π²) steps if that error is non-zero at the start. For plane-wave calculations on metals in long cells, this describes charge sloshing within a linearised, uniform model with one fixed mixing parameter; it doesn't cover preconditioned mixing, schemes that use earlier iterations, or the non-linear regime far from self-consistency.

```lean
#print axioms OptimalDensityMixing.gap_le
#print axioms OptimalDensityMixing.le_gap
#print axioms OptimalDensityMixing.slow_mode
```

```
'OptimalDensityMixing.gap_le' depends on axioms: [propext, Classical.choice, Quot.sound]
'OptimalDensityMixing.le_gap' depends on axioms: [propext, Classical.choice, Quot.sound]
'OptimalDensityMixing.slow_mode' depends on axioms: [propext, Classical.choice, Quot.sound]
```
